# A periodic chain's wall solution with f_0 = 0 and f_1 = 1 is square summable exactly when f_q = 0 and |f_(q+1)| < 1

An electron hops along a half-infinite chain that ends at a hard wall. The on-site potential repeats every q sites, and at some energies a state may cling to the wall. With real v_n and E, and hopping set to 1, the amplitudes obey

f_(n+1) + f_(n-1) + v_n f_n = E f_n for n ≥ 1, with f_0 = 0 and f_1 = 1.

I have seen it claimed that this state is normalisable precisely when f_q = 0 and |f_(q+1)| < 1, so that one unit cell settles the matter. Can this be made rigorous, for every q ≥ 1, and checked by machine?

## Comparing the state with its translate

Yes. For two solutions f and g at the same energy, let W_n = f_(n+1) g_n − f_n g_(n+1). With a = E − v_(n+1), the equation gives f_(n+2) = a f_(n+1) − f_n, and likewise for g. Hence

W_(n+1) = (a f_(n+1) − f_n) g_(n+1) − f_(n+1) (a g_(n+1) − g_n) = W_n.

Since v has period q, g_n = f_(n+q) is also a solution. Its Wronskian with f at n = 0 is f_1 f_q − f_0 f_(q+1) = f_q, so for all n ≥ 0

f_(n+1) f_(n+q) − f_n f_(n+q+1) = f_q.

If Σ f_n² converges, then f_n → 0. The left side tends to zero, and therefore f_q = 0.

Now write c = f_(q+1). When f_q = 0, the translate starts with the values 0 and c, which are c times those of f. Two neighbouring values determine a solution, so

f_(n+q) = c f_n, and in particular f_(kq+1) = c^k.

Decay of f then forces |c| < 1.

Conversely, suppose f_q = 0 and |c| < 1. Let S_N be the sum of f_i² over 0 ≤ i < N. Then

S_N ≤ S_(q+N) = S_q + c² S_N, so S_N ≤ S_q / (1 − c²).

The partial sums of non-negative terms are bounded, so the series converges.

For small periods, f_2 = E − v_1 and f_3 = (E − v_1)(E − v_2) − 1. With period two, f_2 = 0 gives f_3 = −1, so there is never a bound state. With period three, f_3 = 0 gives f_4 = −(E − v_1), and the criterion becomes (E − v_1)(E − v_2) = 1 with |E − v_1| < 1.

## What the Lean statement says

`SolvesChain v E f` is the Schrödinger equation; its index `n` labels the equation at site n + 1, so the wall site 0 carries none. `Function.Periodic v q` says that q is a period, not necessarily the shortest. `Summable (fun n => f n ^ 2)` is normalisability, and `f 1 = 1` fixes the scale and excludes the zero solution.

The criterion tests a given energy; it does not assert that a bound state exists for every potential. For non-interacting electrons with nearest-neighbour hopping on a square lattice with rational flux per plaquette, it applies to a half-plane whose edge runs along a lattice axis, at each fixed momentum along that edge (in the Landau gauge that keeps this momentum conserved). Hatsugai's link between edge states and Chern numbers is a further step, which the theorem does not address.

```lean
import Mathlib

open Filter Topology

namespace HatsugaiEdgeState

noncomputable section

/-- The amplitudes `f` satisfy the nearest-neighbour Schrödinger equation with on-site
potential `v` and energy `E` at every site `n + 1` of the half-line. -/
def SolvesChain (v : ℕ → ℝ) (E : ℝ) (f : ℕ → ℝ) : Prop :=
  ∀ n, f (n + 2) + f n + v (n + 1) * f (n + 1) = E * f (n + 1)

/-- The Wronskian of two solutions at the same energy is the same on every bond. -/
theorem wronskian_const {v f g : ℕ → ℝ} {E : ℝ} (hf : SolvesChain v E f)
    (hg : SolvesChain v E g) (n : ℕ) :
    f (n + 1) * g n - f n * g (n + 1) = f 1 * g 0 - f 0 * g 1 := by
  induction n with
  | zero => simp
  | succ n ih =>
    have h1 : f (n + 1 + 1) + f n + v (n + 1) * f (n + 1) = E * f (n + 1) := hf n
    have h2 : g (n + 1 + 1) + g n + v (n + 1) * g (n + 1) = E * g (n + 1) := hg n
    linear_combination ih + g (n + 1) * h1 - f (n + 1) * h2

/-- Translating a solution by one period of the potential gives a solution at the same energy. -/
theorem solvesChain_translate {v f : ℕ → ℝ} {E : ℝ} {q : ℕ} (hv : Function.Periodic v q)
    (hf : SolvesChain v E f) : SolvesChain v E (fun n => f (n + q)) := by
  intro n
  have h := hf (n + q)
  have hp : v (n + 1 + q) = v (n + 1) := hv (n + 1)
  have e1 : n + 1 + q = n + q + 1 := by omega
  have e2 : n + 2 + q = n + q + 2 := by omega
  rw [e1] at hp
  rw [hp] at h
  change f (n + 2 + q) + f (n + q) + v (n + 1) * f (n + 1 + q) = E * f (n + 1 + q)
  rw [e1, e2]
  exact h

/-- Every solution `g` that vanishes at the wall is `g 1` times the solution `f` with
`f 0 = 0` and `f 1 = 1`. -/
theorem eq_mul_of_wall {v f g : ℕ → ℝ} {E : ℝ} (hf : SolvesChain v E f)
    (hg : SolvesChain v E g) (f0 : f 0 = 0) (f1 : f 1 = 1) (g0 : g 0 = 0) (n : ℕ) :
    g n = g 1 * f n := by
  -- carry two neighbouring sites through the induction
  have key : ∀ n, g n = g 1 * f n ∧ g (n + 1) = g 1 * f (n + 1) := by
    intro n
    induction n with
    | zero => simp [f0, f1, g0]
    | succ n ih =>
      refine ⟨ih.2, ?_⟩
      have h1 : f (n + 1 + 1) + f n + v (n + 1) * f (n + 1) = E * f (n + 1) := hf n
      have h2 : g (n + 1 + 1) + g n + v (n + 1) * g (n + 1) = E * g (n + 1) := hg n
      linear_combination h2 - g 1 * h1 + (E - v (n + 1)) * ih.2 - ih.1
  exact (key n).1

/-- If the solution with `f 0 = 0` and `f 1 = 1` also vanishes at site `q`, where `q` is a period of
the potential, then translation by `q` sites multiplies it by `f (q + 1)`. -/
theorem translate_eq_mul {v f : ℕ → ℝ} {E : ℝ} {q : ℕ} (hv : Function.Periodic v q)
    (hf : SolvesChain v E f) (f0 : f 0 = 0) (f1 : f 1 = 1) (fq : f q = 0) (n : ℕ) :
    f (n + q) = f (q + 1) * f n := by
  have h : f (n + q) = f (1 + q) * f n :=
    eq_mul_of_wall hf (solvesChain_translate hv hf) f0 f1 (by simpa using fq) n
  rw [h, add_comm 1 q]

/-- In a potential of period `q ≥ 1`, the solution that starts from the wall with `f 0 = 0`, `f 1 =
1` is square summable exactly when `f q = 0` and `|f (q + 1)| < 1`. -/
theorem edge_state_criterion {v f : ℕ → ℝ} {E : ℝ} {q : ℕ} (hq : 1 ≤ q)
    (hv : Function.Periodic v q) (hf : SolvesChain v E f) (f0 : f 0 = 0) (f1 : f 1 = 1) :
    Summable (fun n => f n ^ 2) ↔ f q = 0 ∧ |f (q + 1)| < 1 := by
  constructor
  · intro hs
    have hd : Tendsto f atTop (𝓝 0) := by
      have h := (Real.continuous_sqrt.tendsto 0).comp hs.tendsto_atTop_zero
      have h1 : Tendsto (fun n => |f n|) atTop (𝓝 0) := by
        simpa [Function.comp_def, Real.sqrt_sq_eq_abs] using h
      exact (tendsto_zero_iff_abs_tendsto_zero _).2 h1
    -- the Wronskian of `f` with its translate is `f q`, and it tends to zero
    have hW : Tendsto (fun _ : ℕ => f q) atTop (𝓝 0) := by
      have hdq := hd.comp (tendsto_add_atTop_nat q)
      have h := ((hd.comp (tendsto_add_atTop_nat 1)).mul hdq).sub
        (hd.mul (hdq.comp (tendsto_add_atTop_nat 1)))
      rw [mul_zero, sub_zero] at h
      refine h.congr (fun n => ?_)
      have w : f (n + 1) * f (n + q) - f n * f (n + 1 + q)
          = f 1 * f (0 + q) - f 0 * f (1 + q) :=
        wronskian_const hf (solvesChain_translate hv hf) n
      rw [f0, f1, zero_add, one_mul, zero_mul, sub_zero] at w
      exact w
    have fq : f q = 0 := tendsto_nhds_unique tendsto_const_nhds hW
    refine ⟨fq, ?_⟩
    -- the first site of each cell carries a power of the multiplier
    have hpow : ∀ k : ℕ, f (k * q + 1) = f (q + 1) ^ k := by
      intro k
      induction k with
      | zero => simp [f1]
      | succ k ih =>
        have e : (k + 1) * q + 1 = k * q + 1 + q := by ring
        rw [e, translate_eq_mul hv hf f0 f1 fq, ih, pow_succ, mul_comm]
    have hsub : Tendsto (fun k : ℕ => k * q + 1) atTop atTop :=
      tendsto_atTop_mono
        (fun k => show k ≤ k * q + 1 from
          (Nat.le_mul_of_pos_right k hq).trans (Nat.le_succ _)) tendsto_id
    exact tendsto_pow_atTop_nhds_zero_iff.1 ((hd.comp hsub).congr hpow)
  · rintro ⟨fq, hc⟩
    have hc2 : 0 < 1 - f (q + 1) ^ 2 := by
      have := (sq_lt_one_iff_abs_lt_one (f (q + 1))).2 hc
      linarith
    -- partial sums are bounded by a geometric series over cells
    refine summable_of_sum_range_le
      (c := (∑ i ∈ Finset.range q, f i ^ 2) / (1 - f (q + 1) ^ 2))
      (fun n => sq_nonneg _) (fun N => ?_)
    have hsplit : ∑ i ∈ Finset.range (q + N), f i ^ 2
        = ∑ i ∈ Finset.range q, f i ^ 2
          + f (q + 1) ^ 2 * ∑ i ∈ Finset.range N, f i ^ 2 := by
      rw [Finset.sum_range_add, Finset.mul_sum]
      congr 1
      refine Finset.sum_congr rfl (fun i _ => ?_)
      rw [add_comm q i, translate_eq_mul hv hf f0 f1 fq, mul_pow]
    have hmono : ∑ i ∈ Finset.range N, f i ^ 2 ≤ ∑ i ∈ Finset.range (q + N), f i ^ 2 :=
      Finset.sum_le_sum_of_subset_of_nonneg
        (fun i hi => Finset.mem_range.2 (by have := Finset.mem_range.1 hi; omega))
        (fun i _ _ => sq_nonneg _)
    rw [le_div_iff₀ hc2]
    linarith

/-- In a potential of period two, the solution with `f 0 = 0`, `f 1 = 1` is not square summable at
any energy. -/
theorem dimer_no_edge_state {v f : ℕ → ℝ} {E : ℝ} (hv : Function.Periodic v 2)
    (hf : SolvesChain v E f) (f0 : f 0 = 0) (f1 : f 1 = 1) :
    ¬ Summable (fun n => f n ^ 2) := by
  rw [edge_state_criterion (by norm_num) hv hf f0 f1]
  rintro ⟨h2, h3⟩
  have e : f 3 + f 1 + v 2 * f 2 = E * f 2 := hf 1
  have e3 : f (2 + 1) = -1 := by
    change f 3 = -1
    rw [h2, f1] at e
    linarith
  rw [e3] at h3
  norm_num at h3

/-- In a potential of period three, the solution with `f 0 = 0`, `f 1 = 1` is square summable
exactly when `(E - v 1) * (E - v 2) = 1` and `|E - v 1| < 1`. -/
theorem trimer_edge_state {v f : ℕ → ℝ} {E : ℝ} (hv : Function.Periodic v 3)
    (hf : SolvesChain v E f) (f0 : f 0 = 0) (f1 : f 1 = 1) :
    Summable (fun n => f n ^ 2) ↔ (E - v 1) * (E - v 2) = 1 ∧ |E - v 1| < 1 := by
  rw [edge_state_criterion (by norm_num) hv hf f0 f1]
  have a : f 2 + f 0 + v 1 * f 1 = E * f 1 := hf 0
  have b : f 3 + f 1 + v 2 * f 2 = E * f 2 := hf 1
  have c : f 4 + f 2 + v 3 * f 3 = E * f 3 := hf 2
  have h2 : f 2 = E - v 1 := by rw [f0, f1] at a; linarith
  have h3 : f 3 = (E - v 1) * (E - v 2) - 1 := by
    rw [f1, h2] at b
    linear_combination b
  have h4 : f 3 = 0 → f (3 + 1) = -(E - v 1) := by
    intro h
    change f 4 = -(E - v 1)
    rw [h, h2] at c
    linarith
  constructor
  · rintro ⟨h, h'⟩
    rw [h4 h, abs_neg] at h'
    exact ⟨by linarith, h'⟩
  · rintro ⟨h, h'⟩
    have hz : f 3 = 0 := by linarith
    exact ⟨hz, by rw [h4 hz, abs_neg]; exact h'⟩

/-- A potential of period three with values `-1/2`, `-2`, `0` on sites 1, 2, 3. -/
def trimerPotential (n : ℕ) : ℝ :=
  if n % 3 = 1 then -1 / 2 else if n % 3 = 2 then -2 else 0

/-- Amplitudes `1`, `1/2`, `0` on sites 1, 2, 3, multiplied by `-1/2` from each cell to the next. -/
def trimerState (n : ℕ) : ℝ :=
  (-1 / 2) ^ (n / 3) * (if n % 3 = 1 then 1 else if n % 3 = 2 then 1 / 2 else 0)

/-- The state `trimerState` solves the chain with potential `trimerPotential` at zero energy,
starts from the wall with unit amplitude, and is square summable. -/
theorem trimer_witness :
    Function.Periodic trimerPotential 3 ∧ SolvesChain trimerPotential 0 trimerState ∧
      trimerState 0 = 0 ∧ trimerState 1 = 1 ∧ Summable (fun n => trimerState n ^ 2) := by
  have A0 : ∀ k, trimerState (3 * k) = 0 := fun k => by
    simp [trimerState]
  have A1 : ∀ k, trimerState (3 * k + 1) = (-1 / 2) ^ k := fun k => by
    unfold trimerState
    rw [show (3 * k + 1) / 3 = k by omega, show (3 * k + 1) % 3 = 1 by omega]
    simp
  have A2 : ∀ k, trimerState (3 * k + 2) = (-1 / 2) ^ k * (1 / 2) := fun k => by
    unfold trimerState
    rw [show (3 * k + 2) / 3 = k by omega, show (3 * k + 2) % 3 = 2 by omega]
    simp
  have P1 : ∀ k, trimerPotential (3 * k + 1) = -1 / 2 := fun k => by
    unfold trimerPotential
    rw [if_pos (by omega)]
  have P2 : ∀ k, trimerPotential (3 * k + 2) = -2 := fun k => by
    unfold trimerPotential
    rw [if_neg (by omega), if_pos (by omega)]
  have hp : Function.Periodic trimerPotential 3 := fun n => by
    simp [trimerPotential]
  have hs : SolvesChain trimerPotential 0 trimerState := by
    intro n
    -- check the equation on each of the three sites of a cell
    obtain ⟨k, rfl | rfl | rfl⟩ : ∃ k, n = 3 * k ∨ n = 3 * k + 1 ∨ n = 3 * k + 2 :=
      ⟨n / 3, by omega⟩
    · rw [A2 k, A0 k, P1 k, A1 k]
      ring
    · rw [show 3 * k + 1 + 2 = 3 * (k + 1) by ring, show 3 * k + 1 + 1 = 3 * k + 2 by ring,
        A0 (k + 1), A1 k, P2 k, A2 k]
      ring
    · rw [show 3 * k + 2 + 2 = 3 * (k + 1) + 1 by ring,
        show 3 * k + 2 + 1 = 3 * (k + 1) by ring, A1 (k + 1), A2 k, A0 (k + 1)]
      ring
  have s0 : trimerState 0 = 0 := A0 0
  have s1 : trimerState 1 = 1 := by simpa using A1 0
  have p1 : trimerPotential 1 = -1 / 2 := P1 0
  have p2 : trimerPotential 2 = -2 := P2 0
  refine ⟨hp, hs, s0, s1, (trimer_edge_state hp hs s0 s1).2 ?_⟩
  rw [p1, p2, abs_lt]
  norm_num

end

end HatsugaiEdgeState
```

```lean
#print axioms HatsugaiEdgeState.edge_state_criterion
#print axioms HatsugaiEdgeState.dimer_no_edge_state
```

```
'HatsugaiEdgeState.edge_state_criterion' depends on axioms: [propext, Classical.choice, Quot.sound]
'HatsugaiEdgeState.dimer_no_edge_state' depends on axioms: [propext, Classical.choice, Quot.sound]
```

## How the proof follows the calculation

`wronskian_const` is the Wronskian identity, by induction; `linear_combination` combines the two site equations. `solvesChain_translate` uses periodicity, and `eq_mul_of_wall` carries two neighbouring sites through its induction. Together they give `translate_eq_mul`, the relation f_(n+q) = c f_n.

In `edge_state_criterion`, `hd` obtains f_n → 0 from f_n² → 0 by a square root. `hW` says that the constant f_q tends to zero, and uniqueness of limits gives f_q = 0. `hpow` supplies the powers of c. For the converse, `hsplit` and `hmono` are the equality and the inequality for S_N.

`dimer_no_edge_state` and `trimer_edge_state` compute the first few amplitudes. `trimer_witness` checks an example at E = 0, site by site within a cell: amplitudes 1, 1/2, 0, multiplied by −1/2 per cell. Their squares sum to 5/3, so the normalised state is √(3/5) times this one.

## Bond-dependent hopping

The same argument, though not formalised here, covers real, nonzero hoppings t_n of period q on the bonds from n to n + 1. The conserved quantity becomes t_n W_n, and the criterion is unchanged. Period two can then bind a state: for v = 0 and E = 0, f_2 = 0 and f_3 = −t_1/t_2, so the state is normalisable exactly when |t_1| < |t_2|.
